# The second-order hyperfine energy of a two-singlet ion, with a fourth-order error bound

A rare-earth ion with an even number of 4f electrons, on a site of low symmetry, can have a non-degenerate ground state. Such a singlet carries no magnetic moment in zero field, so it has no first-order magnetic hyperfine splitting. Its nucleus can nevertheless respond to an applied field much more strongly than the bare nuclear moment would suggest. The field and the nuclear spin both mix the ground singlet with an excited one, and second-order perturbation theory turns this mixing into an enhanced nuclear Zeeman term and a pseudoquadrupole term. How large is the error of that second-order energy?

For two singlets coupled along a single axis, the error lies between zero and a fourth-order expression with an explicit coefficient.

```lean
import Mathlib

open Matrix
open scoped Kronecker

namespace TwoSingletHyperfine

noncomputable section
```

## Two singlets and one mixing element

Let the singlets have energies $0$ and $D$, and let $x$ be the real matrix element that mixes them:

$$H(x)=\begin{pmatrix}0&x\\x&D\end{pmatrix}.$$

The diagonal has no magnetic contribution because the moment has zero expectation value in each singlet. A real $x$ loses nothing, since the phase of one singlet can be chosen freely.

```lean
/-- The Hamiltonian of two electronic singlets at energies `0` and `D`, mixed by a real
matrix element `x`. -/
def twoSinglet (D x : ℝ) : Matrix (Fin 2) (Fin 2) ℝ := !![0, x; x, D]
```

The mixing comes from the electronic moment, say $J_z$, whose matrix element between the singlets is $c$. A field $B$ couples to it with coefficient $b$ (for example $g_J\mu_B$), and a nuclear spin of projection $m$ couples with hyperfine constant $A$. Hence

$$x=c\,(bB+Am).$$

The constants $D$, $c$, $b$ and $A$ are inputs: they stand for the crystal field, the singlet wavefunctions, the electronic Zeeman coupling and the hyperfine coupling.

```lean
/-- The mixing element `c (b B + A m)` produced by a field `B` and a nuclear spin projection `m`,
where `c` is the matrix element of the electronic moment between the singlets. -/
def mixing (c b B A m : ℝ) : ℝ := c * (b * B + A * m)
```

The Hamiltonian of electrons and nucleus together is

$$\begin{pmatrix}0&0\\0&D\end{pmatrix}\otimes 1+\begin{pmatrix}0&c\\c&0\end{pmatrix}\otimes(bB+AI_z).$$

In Lean, `ι` labels the nuclear states and `m k` is the diagonal entry of $I_z$ in state $k$. These entries may be any real numbers; for a nuclear spin $I$ they are $-I,\dots,I$. The model leaves out transverse hyperfine terms, the bare nuclear Zeeman and quadrupole energies, and all further crystal-field levels. In NumPy the same matrix is a sum of two `numpy.kron` products with the electronic factor first.

```lean
/-- The electron-nucleus Hamiltonian: singlet splitting `D`, and an electronic moment coupled to
the field and to the nuclear operator `I_z`, which is diagonal with entries `m k`. -/
def ionHamiltonian {ι : Type*} [DecidableEq ι] (D c b B A : ℝ) (m : ι → ℝ) :
    Matrix (Fin 2 × ι) (Fin 2 × ι) ℝ :=
  !![0, 0; 0, D] ⊗ₖ (1 : Matrix ι ι ℝ) +
    !![0, c; c, 0] ⊗ₖ Matrix.diagonal (fun k => b * B + A * m k)
```

The energy of interest is the lower eigenvalue of $H(x)$ at fixed $m$, which is one hyperfine level of the ground singlet and in general not the lowest energy of the whole ion. `IsLowestLevel M E` says that $E$ is an eigenvalue of `M` with a non-zero eigenvector, and that no real eigenvalue is smaller.

```lean
/-- `E` is the lowest level of `M`: the least real number that is an eigenvalue of `M`. -/
def IsLowestLevel (M : Matrix (Fin 2) (Fin 2) ℝ) (E : ℝ) : Prop :=
  IsLeast {F : ℝ | ∃ v : Fin 2 → ℝ, v ≠ 0 ∧ M *ᵥ v = F • v} E
```

## Each nuclear projection has its own block

Since $I_z$ is diagonal, it acts on nuclear state $k$ as the number $m_k$. On a product of an electronic state $v$ with that nuclear state,

$$H_{\text{ion}}\,(v\otimes e_k)=\bigl(H(x_k)\,v\bigr)\otimes e_k,\qquad x_k=c\,(bB+Am_k).$$

Lean writes $v\otimes e_k$ as a function of the pair `p`, equal to `v p.1` when `p.2 = k` and zero otherwise. The proof compares components, first for nuclear index $k$ and then for any other index, where both sides vanish. These products span the space, so the ion's spectrum is the union of the block spectra, a consequence that the theorem itself leaves unstated.

```lean
/-- On a product of an electronic state `v` and the nuclear state `k`, the full Hamiltonian acts
as the two-singlet matrix with mixing `c (b B + A m k)` and leaves the nuclear state unchanged. -/
theorem ionHamiltonian_block {ι : Type*} [Fintype ι] [DecidableEq ι]
    (D c b B A : ℝ) (m : ι → ℝ) (k : ι) (v : Fin 2 → ℝ) :
    ionHamiltonian D c b B A m *ᵥ (fun p => v p.1 * (if p.2 = k then 1 else 0)) =
      fun p => (twoSinglet D (mixing c b B A (m k)) *ᵥ v) p.1 * (if p.2 = k then 1 else 0) := by
  ext ⟨i, j⟩
  by_cases h : j = k
  · subst h
    fin_cases i <;>
      simp [ionHamiltonian, twoSinglet, mixing, Matrix.mulVec, dotProduct,
        Fintype.sum_prod_type, Fin.sum_univ_two]
  · fin_cases i <;>
      simp [ionHamiltonian, Matrix.mulVec, dotProduct,
        Fintype.sum_prod_type, Fin.sum_univ_two, h]
```

## The secular equation

The eigenvalue equations are $xv_1=Ev_0$ and $xv_0+Dv_1=Ev_1$. Eliminating either amplitude gives

$$\bigl(E(E-D)-x^2\bigr)v_0=0,\qquad \bigl(E(E-D)-x^2\bigr)v_1=0.$$

A non-zero vector therefore requires $E(E-D)=x^2$. Conversely, if this holds and $E\neq0$, then $(x,E)$ is an eigenvector. If $E=0$, then $x=0$ and $(1,0)$ serves. In the proof, `p0` and `p1` are the two eliminations, and the two explicit vectors settle the converse.

```lean
/-- Secular equation: `E` is an eigenvalue of the two-singlet matrix exactly when
`E (E - D) = x²`. -/
theorem secular_equation (D x E : ℝ) :
    (∃ v : Fin 2 → ℝ, v ≠ 0 ∧ twoSinglet D x *ᵥ v = E • v) ↔ E * (E - D) = x ^ 2 := by
  constructor
  · rintro ⟨v, hv, h⟩
    have h0 := congrFun h 0
    have h1 := congrFun h 1
    simp [twoSinglet, Matrix.mulVec, dotProduct, Fin.sum_univ_two] at h0 h1
    by_contra hne
    have hne' : E * (E - D) - x ^ 2 ≠ 0 := sub_ne_zero.mpr hne
    -- both amplitudes are annihilated by the secular determinant
    have p0 : (E * (E - D) - x ^ 2) * v 0 = 0 := by
      linear_combination -(E - D) * h0 - x * h1
    have p1 : (E * (E - D) - x ^ 2) * v 1 = 0 := by
      linear_combination -E * h1 - x * h0
    have e0 := (mul_eq_zero.mp p0).resolve_left hne'
    have e1 := (mul_eq_zero.mp p1).resolve_left hne'
    apply hv
    ext i
    fin_cases i
    · exact e0
    · exact e1
  · intro h
    by_cases hE : E = 0
    · subst hE
      have hx2 : x ^ 2 = 0 := by linarith
      have hx : x = 0 := by simpa using hx2
      refine ⟨![1, 0], fun h' => by simpa using congrFun h' 0, ?_⟩
      ext i
      fin_cases i <;> simp [twoSinglet, Matrix.mulVec, dotProduct, Fin.sum_univ_two, hx]
    · refine ⟨![x, E], fun h' => hE (by simpa using congrFun h' 1), ?_⟩
      ext i
      fin_cases i <;> simp [twoSinglet, Matrix.mulVec, dotProduct, Fin.sum_univ_two] <;> linarith
```

## The lower root

The roots of the secular equation sum to $D$, so the partner of $E$ is $D-E$. Let $D>0$ and let $E$ be the lower root, so that $E\le D-E$. If $E$ were positive, $D-E$ would be positive too, and so would $E(D-E)$. But $E(D-E)=-x^2\le0$, hence $E\le0$.

In the other direction, let $E\le0$ be a root and suppose that some root $F$ is smaller. Subtracting the two secular equations gives $(E-F)(D-E-F)=0$, although both factors are positive. In both halves `hp` is the positive product, and `nlinarith` finds the contradiction.

```lean
/-- For `D > 0` the lowest level is the non-positive root of the secular equation. -/
theorem isLowestLevel_iff {D : ℝ} (hD : 0 < D) (x E : ℝ) :
    IsLowestLevel (twoSinglet D x) E ↔ E * (E - D) = x ^ 2 ∧ E ≤ 0 := by
  constructor
  · rintro ⟨hE, hmin⟩
    have h := (secular_equation D x E).mp hE
    -- the other root is `D - E`, so `E` lies below the midpoint
    have h' : E ≤ D - E := hmin ((secular_equation D x (D - E)).mpr (by linarith))
    refine ⟨h, ?_⟩
    by_contra hpos
    have hp : 0 < E * (D - E) := mul_pos (not_le.mp hpos) (by linarith [not_le.mp hpos])
    nlinarith [sq_nonneg x]
  · rintro ⟨h, hE⟩
    refine ⟨(secular_equation D x E).mpr h, fun F hF => ?_⟩
    have hF' := (secular_equation D x F).mp hF
    by_contra hlt
    have hlt' := not_le.mp hlt
    have hp : 0 < (E - F) * (D - E - F) := mul_pos (by linarith) (by linarith)
    nlinarith
```

Solving the quadratic gives

$$E=\frac{D-\sqrt{D^2+4x^2}}{2}.$$

It is non-positive because the square root is at least $D$, so by the previous step it is the lowest level. In floating-point code this formula subtracts two nearly equal numbers when $|x|\ll D$. The equivalent form $E=-2x^2/\bigl(D+\sqrt{D^2+4x^2}\bigr)$ avoids the cancellation.

```lean
/-- For `D > 0` the lowest level is `(D - √(D² + 4x²)) / 2`. -/
theorem lowestLevel_closed_form {D : ℝ} (hD : 0 < D) (x : ℝ) :
    IsLowestLevel (twoSinglet D x) ((D - √(D ^ 2 + 4 * x ^ 2)) / 2) := by
  have hs : √(D ^ 2 + 4 * x ^ 2) ^ 2 = D ^ 2 + 4 * x ^ 2 := Real.sq_sqrt (by positivity)
  have hle : |D| ≤ √(D ^ 2 + 4 * x ^ 2) := Real.abs_le_sqrt (by nlinarith [sq_nonneg x])
  exact (isLowestLevel_iff hD x _).mpr
    ⟨by linear_combination hs / 4, by linarith [le_abs_self D]⟩
```

## The error of second-order perturbation theory

Second-order perturbation theory gives $-x^2/D$. Dividing the secular equation $E^2-ED=x^2$ by $D$ and rearranging yields the error in closed form:

$$E+\frac{x^2}{D}=\frac{E^2}{D}\ge0.$$

For the upper bound, $0\le-ED=x^2-E^2\le x^2$. Squaring gives $E^2D^2\le x^4$, and therefore

$$0\le E+\frac{x^2}{D}\le\frac{x^4}{D^3}.$$

In the proof, `hr` is the identity for the error, `h0` and `h1` are the two inequalities for $-ED$, and `h2` is the squared inequality multiplied by $D$.

The bound can test a numerical diagonalisation of this block. For $D=10$ and $x=1$ the second-order energy is $-0.1$, the eigenvalue is about $-0.0990195$, and their difference of about $0.00098$ is below the bound $0.001$. For very small $x$ the bound falls below the rounding error of the computed eigenvalue, and the test then says nothing.

```lean
/-- For `D > 0` the lowest level `E` lies above the second-order energy `-x²/D` by at most
`x⁴/D³`, and never below it. -/
theorem second_order_bounds {D x E : ℝ} (hD : 0 < D) (h : IsLowestLevel (twoSinglet D x) E) :
    0 ≤ E + x ^ 2 / D ∧ E + x ^ 2 / D ≤ x ^ 4 / D ^ 3 := by
  obtain ⟨hs, hE⟩ := (isLowestLevel_iff hD x E).mp h
  -- the error of second-order perturbation theory is exactly `E² / D`
  have hr : E + x ^ 2 / D = E ^ 2 / D := by
    rw [eq_div_iff hD.ne', add_mul, div_mul_cancel₀ _ hD.ne']
    linarith
  rw [hr]
  refine ⟨by positivity, ?_⟩
  have h0 : 0 ≤ -E * D := mul_nonneg (neg_nonneg.mpr hE) hD.le
  have h1 : -E * D ≤ x ^ 2 := by nlinarith [sq_nonneg E]
  have h2 := mul_le_mul_of_nonneg_right (pow_le_pow_left₀ h0 h1 2) hD.le
  rw [div_le_div_iff₀ hD (pow_pos hD 3)]
  linarith
```

The coefficient of $x^4$ is the best possible, because the error also has a lower bound. Substituting $x^2=E(E-D)$ gives

$$E+\frac{x^2}{D}-\left(\frac{x^4}{D^3}-\frac{2x^6}{D^5}\right)=\frac{E^4\,(5D^2-6ED+2E^2)}{D^5}\ge0,$$

where the sign follows from $E\le0<D$. For $x\neq0$ the ratio of the error to $x^4/D^3$ thus lies between $1-2x^2/D^2$ and $1$, and it tends to $1$ as $x\to0$. The identity is `key`, and `hp` is its sign.

```lean
/-- For `D > 0` the error of the second-order energy is at least `x⁴/D³ - 2x⁶/D⁵`. -/
theorem second_order_error_lower {D x E : ℝ} (hD : 0 < D)
    (h : IsLowestLevel (twoSinglet D x) E) :
    x ^ 4 / D ^ 3 - 2 * x ^ 6 / D ^ 5 ≤ E + x ^ 2 / D := by
  obtain ⟨hs, hE⟩ := (isLowestLevel_iff hD x E).mp h
  have h4 : x ^ 4 = (E * (E - D)) ^ 2 := by rw [hs]; ring
  have h6 : x ^ 6 = (E * (E - D)) ^ 3 := by rw [hs]; ring
  have key : E + x ^ 2 / D - (x ^ 4 / D ^ 3 - 2 * x ^ 6 / D ^ 5) =
      E ^ 4 * (5 * D ^ 2 + 6 * (-E * D) + 2 * E ^ 2) / D ^ 5 := by
    rw [h4, h6, ← hs]
    field_simp
    ring
  have h0 : 0 ≤ -E * D := mul_nonneg (neg_nonneg.mpr hE) hD.le
  have hp : 0 ≤ E ^ 4 * (5 * D ^ 2 + 6 * (-E * D) + 2 * E ^ 2) / D ^ 5 := by
    have : 0 ≤ 5 * D ^ 2 + 6 * (-E * D) + 2 * E ^ 2 := by
      linarith [sq_nonneg D, sq_nonneg E]
    positivity
  linarith
```

## Zeeman and pseudoquadrupole terms

Expanding $x^2=c^2(bB+Am)^2$ in the second-order energy gives

$$-\frac{x^2}{D}=-\frac{c^2b^2}{D}B^2-\frac{2c^2bA}{D}\,mB-\frac{c^2A^2}{D}\,m^2.$$

The first term shifts all nuclear levels equally. The second is linear in the field and in the nuclear projection, as a nuclear Zeeman energy is. It is the electronic contribution only; the bare nuclear Zeeman energy, which the model leaves out, would add to it. The third has the form of an axial quadrupole energy but comes from the hyperfine coupling. The error bound carries over unchanged, with $x$ written out.

When a crystal-field calculation supplies $D$ and $c$, the last two coefficients are the contributions of this pair of singlets to the parameters of an effective nuclear spin Hamiltonian. Within this two-level, single-axis model, the theorem says how far the energies of such a Hamiltonian, with the common shift in $B^2$ included, can deviate from diagonalisation.

```lean
/-- For `D > 0` the lowest level at nuclear projection `m` is a term in `B²`, an enhanced nuclear
Zeeman term in `m B` and a pseudoquadrupole term in `m²`, up to an error between `0` and
`(c (b B + A m))⁴/D³`. -/
theorem nuclear_spin_hamiltonian {D c b B A m E : ℝ} (hD : 0 < D)
    (h : IsLowestLevel (twoSinglet D (mixing c b B A m)) E) :
    0 ≤ E + (c ^ 2 * b ^ 2 / D * B ^ 2 + 2 * c ^ 2 * b * A / D * (m * B)
        + c ^ 2 * A ^ 2 / D * m ^ 2) ∧
      E + (c ^ 2 * b ^ 2 / D * B ^ 2 + 2 * c ^ 2 * b * A / D * (m * B)
        + c ^ 2 * A ^ 2 / D * m ^ 2) ≤ (c * (b * B + A * m)) ^ 4 / D ^ 3 := by
  have e : c ^ 2 * b ^ 2 / D * B ^ 2 + 2 * c ^ 2 * b * A / D * (m * B)
      + c ^ 2 * A ^ 2 / D * m ^ 2 = mixing c b B A m ^ 2 / D := by
    unfold mixing
    ring
  rw [e]
  exact second_order_bounds hD h
```

The Zeeman term can be isolated by comparing opposite projections. Let $E_1$ and $E_2$ be the lowest levels at $m$ and $-m$. The terms in $B^2$ and $m^2$ cancel in the difference, which leaves

$$E_1-E_2=-\frac{4c^2bA}{D}\,mB+(r_1-r_2),$$

where each error $r_i$ lies between zero and its own fourth-order bound. Two such numbers differ by at most the larger bound, which is the `max` in the theorem.

For $cAm\neq0$ this error bound does not shrink to zero with the field. At $B=0$ the two levels coincide, since only $x^2$ enters, while the bound remains $(cAm)^4/D^3$. It can therefore guarantee a small relative error only when the Zeeman splitting is large compared with that value.

```lean
/-- For `D > 0` the difference of the lowest levels at projections `m` and `-m` is the enhanced
nuclear Zeeman splitting `-4c²bA m B/D`, up to the larger of the two fourth-order error bounds. -/
theorem enhanced_zeeman_splitting {D c b B A m E₁ E₂ : ℝ} (hD : 0 < D)
    (h₁ : IsLowestLevel (twoSinglet D (mixing c b B A m)) E₁)
    (h₂ : IsLowestLevel (twoSinglet D (mixing c b B A (-m))) E₂) :
    |E₁ - E₂ + 4 * c ^ 2 * b * A / D * (m * B)| ≤
      max ((c * (b * B + A * m)) ^ 4 / D ^ 3) ((c * (b * B - A * m)) ^ 4 / D ^ 3) := by
  obtain ⟨l₁, u₁⟩ := nuclear_spin_hamiltonian hD h₁
  obtain ⟨l₂, u₂⟩ := nuclear_spin_hamiltonian hD h₂
  have e : b * B + A * -m = b * B - A * m := by ring
  rw [e] at u₂
  have k₁ := u₁.trans (le_max_left _ ((c * (b * B - A * m)) ^ 4 / D ^ 3))
  have k₂ := u₂.trans (le_max_right ((c * (b * B + A * m)) ^ 4 / D ^ 3) _)
  -- the terms even in `m` cancel in the difference
  have z : 4 * c ^ 2 * b * A / D = 2 * (2 * c ^ 2 * b * A / D) := by ring
  rw [z, abs_le]
  constructor <;> linarith

end

end TwoSingletHyperfine
```

```lean
#print axioms TwoSingletHyperfine.ionHamiltonian_block
#print axioms TwoSingletHyperfine.lowestLevel_closed_form
#print axioms TwoSingletHyperfine.second_order_error_lower
#print axioms TwoSingletHyperfine.enhanced_zeeman_splitting
```

```
'TwoSingletHyperfine.ionHamiltonian_block' depends on axioms: [propext, Classical.choice, Quot.sound]
'TwoSingletHyperfine.lowestLevel_closed_form' depends on axioms: [propext, Classical.choice, Quot.sound]
'TwoSingletHyperfine.second_order_error_lower' depends on axioms: [propext, Classical.choice, Quot.sound]
'TwoSingletHyperfine.enhanced_zeeman_splitting' depends on axioms: [propext, Classical.choice, Quot.sound]
```
